# Between antisymmetric states of N ≥ 3 electrons, the total pair energy has N/(N − 2) times the matrix element of the pair energy among the first N − 1

The theorem `matrixElement_pairEnergy` concerns two antisymmetric wavefunctions ψ and φ of N = n + 1 ≥ 3 electrons, each electron taking its coordinate from a finite set, and a real pair interaction `g`. It states that the matrix element of the total pair energy between ψ and φ is (n + 1)/(n − 1) = N/(N − 2) times that of the energy of the pairs among the first N − 1 electrons, taken between the same N-electron states. The states need not be normalised, as both sides scale alike with ψ and φ. The proof writes both matrix elements as multiples of that of a single pair, with factors N(N − 1)/2 and (N − 1)(N − 2)/2, and then has to clear the denominator n − 1.

An attempt in Lean 4 with a fault in it:

```lean
import Mathlib

open ComplexConjugate

namespace MatrixElementPairEnergy

noncomputable section

variable {α : Type*} [Fintype α] {N n : ℕ}

/-- A wavefunction of `N` electrons is antisymmetric if exchanging any two distinct electrons
reverses its sign. -/
def IsAntisymmetric (ψ : (Fin N → α) → ℂ) : Prop :=
  ∀ i j, i ≠ j → ∀ x, ψ (x ∘ Equiv.swap i j) = -ψ x

/-- The total pair energy of a configuration `x`: the sum of `g (x i) (x j)` over all pairs
`i < j`. -/
def pairEnergy (g : α → α → ℝ) (x : Fin N → α) : ℝ :=
  ∑ j, ∑ i ∈ Finset.Iio j, g (x i) (x j)

/-- The matrix element of a real multiplicative interaction `V` between the states `ψ` and `φ`. -/
def matrixElement (ψ : (Fin N → α) → ℂ) (V : (Fin N → α) → ℝ) (φ : (Fin N → α) → ℂ) : ℂ :=
  ∑ x, conj (ψ x) * (V x : ℂ) * φ x

/-- Between antisymmetric states, the interaction of a pair of electrons has the same matrix element
after the electrons `a` and `b` are exchanged in the pair. -/
theorem matrixElement_swap {ψ φ : (Fin N → α) → ℂ} (hψ : IsAntisymmetric ψ)
    (hφ : IsAntisymmetric φ) (g : α → α → ℝ) (a b i j : Fin N) :
    matrixElement ψ (fun x => g (x (Equiv.swap a b i)) (x (Equiv.swap a b j))) φ =
      matrixElement ψ (fun x => g (x i) (x j)) φ := by
  by_cases hab : a = b
  · subst hab
    simp
  · have hinv : Function.Involutive (fun x : Fin N → α => x ∘ Equiv.swap a b) :=
      fun x => by funext i; simp
    unfold matrixElement
    -- the two signs from the exchange cancel
    exact Fintype.sum_bijective _ hinv.bijective _ _ fun x => by
      simp only [hψ a b hab x, hφ a b hab x, map_neg, Function.comp_apply]
      ring

/-- Between antisymmetric states, all pairs of distinct electrons have the same interaction
matrix element. -/
theorem matrixElement_pair_eq {ψ φ : (Fin N → α) → ℂ} (hψ : IsAntisymmetric ψ)
    (hφ : IsAntisymmetric φ) (g : α → α → ℝ) {i j k l : Fin N} (hij : i ≠ j) (hkl : k ≠ l) :
    matrixElement ψ (fun x => g (x i) (x j)) φ =
      matrixElement ψ (fun x => g (x k) (x l)) φ := by
  have hj : Equiv.swap i k j ≠ k := fun h =>
    hij ((Equiv.swap i k).injective (by rw [h, Equiv.swap_apply_left]))
  -- first carry `i` to `k`, then the partner to `l`
  have h1 := matrixElement_swap hψ hφ g i k i j
  rw [Equiv.swap_apply_left] at h1
  have h2 := matrixElement_swap hψ hφ g (Equiv.swap i k j) l k (Equiv.swap i k j)
  rw [Equiv.swap_apply_of_ne_of_ne hj.symm hkl, Equiv.swap_apply_left] at h2
  exact h1.symm.trans h2.symm

/-- Between antisymmetric states, the pair energy of any `m` distinct electrons, selected by `e`,
has `m (m - 1) / 2` times the matrix element of a single pair. -/
theorem matrixElement_selected {m : ℕ} {ψ φ : (Fin N → α) → ℂ} (hψ : IsAntisymmetric ψ)
    (hφ : IsAntisymmetric φ) (g : α → α → ℝ) {e : Fin m → Fin N} (he : Function.Injective e)
    {k l : Fin N} (hkl : k ≠ l) :
    matrixElement ψ (fun x => pairEnergy g (x ∘ e)) φ =
      (m : ℂ) * (m - 1) / 2 * matrixElement ψ (fun x => g (x k) (x l)) φ := by
  have hs : ∀ r : ℕ, ∑ j ∈ Finset.range r, (j : ℂ) = (r : ℂ) * (r - 1) / 2 := by
    intro r
    induction r with
    | zero => simp
    | succ r ih =>
      rw [Finset.sum_range_succ, ih]
      push_cast
      ring
  calc matrixElement ψ (fun x => pairEnergy g (x ∘ e)) φ
      = ∑ j : Fin m, ∑ i ∈ Finset.Iio j,
          matrixElement ψ (fun x => g (x (e i)) (x (e j))) φ := by
        simp only [matrixElement, pairEnergy, Complex.ofReal_sum, Finset.mul_sum,
          Finset.sum_mul, Function.comp_apply]
        rw [Finset.sum_comm]
        exact Finset.sum_congr rfl fun j _ => Finset.sum_comm
    _ = ∑ j : Fin m, ∑ _i ∈ Finset.Iio j, matrixElement ψ (fun x => g (x k) (x l)) φ :=
        Finset.sum_congr rfl fun j _ => Finset.sum_congr rfl fun i hi =>
          matrixElement_pair_eq hψ hφ g (he.ne (Finset.mem_Iio.mp hi).ne) hkl
    _ = _ := by
        -- electron `j` has `j` partners before it
        rw [← hs m, ← Fin.sum_univ_eq_sum_range (fun r => (r : ℂ)) m, Finset.sum_mul]
        refine Finset.sum_congr rfl fun j _ => ?_
        rw [Finset.sum_const, Fin.card_Iio, nsmul_eq_mul]

/-- For `N = n + 1 ≥ 3` electrons, the matrix element of the total pair energy between
antisymmetric states is `N / (N - 2)` times that of the pairs among the first `N - 1` electrons. -/
theorem matrixElement_pairEnergy (hn : 2 ≤ n) {ψ φ : (Fin (n + 1) → α) → ℂ}
    (hψ : IsAntisymmetric ψ) (hφ : IsAntisymmetric φ) (g : α → α → ℝ) :
    matrixElement ψ (pairEnergy g) φ =
      ((n : ℂ) + 1) / (n - 1) *
        matrixElement ψ (fun x => pairEnergy g (x ∘ Fin.castSucc)) φ := by
  have hne : (0 : Fin (n + 1)) ≠ Fin.last n := by
    intro h
    have h' := congrArg Fin.val h
    simp only [Fin.val_zero, Fin.val_last] at h'
    omega
  have hn' : (n : ℂ) - 1 ≠ 0 :=
    sub_ne_zero.mpr (by exact_mod_cast (by omega : n ≠ 1))
  have h1 : matrixElement ψ (pairEnergy g) φ = _ :=
    matrixElement_selected hψ hφ g (e := id) Function.injective_id hne
  rw [h1, matrixElement_selected hψ hφ g (Fin.castSucc_injective n) hne,
    div_mul_eq_mul_div, eq_div_iff hn']
  push_cast
  ring

end

end MatrixElementPairEnergy
```

Compiling this gives:

```
Main.lean:105:24: error: Tactic `rewrite` failed: Did not find an occurrence of the pattern
  ?m.149 = ?m.147 / (↑n - 1)
in the target expression
  ↑(n + 1) * (↑(n + 1) - 1) * matrixElement ψ (fun x => g (x 0) (x (Fin.last n))) φ / 2 =
    (↑n + 1) / (↑n - 1) * (↑n * (↑n - 1) / 2 * matrixElement ψ (fun x => g (x 0) (x (Fin.last n))) φ)

α : Type u_1
inst✝ : Fintype α
n : ℕ
hn : 2 ≤ n
ψ φ : (Fin (n + 1) → α) → ℂ
hψ : IsAntisymmetric ψ
hφ : IsAntisymmetric φ
g : α → α → ℝ
hne : 0 ≠ Fin.last n
hn' : ↑n - 1 ≠ 0
h1 :
  matrixElement ψ (pairEnergy g) φ =
    ↑(n + 1) * (↑(n + 1) - 1) / 2 * matrixElement ψ (fun x => g (x 0) (x (Fin.last n))) φ
⊢ ↑(n + 1) * (↑(n + 1) - 1) * matrixElement ψ (fun x => g (x 0) (x (Fin.last n))) φ / 2 =
    (↑n + 1) / (↑n - 1) * (↑n * (↑n - 1) / 2 * matrixElement ψ (fun x => g (x 0) (x (Fin.last n))) φ)
```

Cause. The error says that `eq_div_iff hn'` found no equation whose right side is a quotient by `↑n - 1`. The cause is the rewrite before it. `div_mul_eq_mul_div` turns `a / b * c` into `a * c / b`, and with no arguments given, `rw` fixed them by a match on the left side of the equation, where the factor `↑(n + 1) * (↑(n + 1) - 1) / 2` multiplies the matrix element. The goal in the message shows the result: the left side is now a quotient by 2, while the right side is still the product `(↑n + 1) / (↑n - 1) * (...)`, which `eq_div_iff` cannot use.

The repair gives the lemma its numerator, `(n : ℂ) + 1`. Only the quotient on the right side has this numerator, so the rewrite now acts there and makes the whole right side a quotient by `↑n - 1`. `eq_div_iff hn'` can then multiply out the denominator, and `push_cast` and `ring` finish the proof.

Fix (accepted with no message):

```diff
@@ -103,5 +103,5 @@
     matrixElement_selected hψ hφ g (e := id) Function.injective_id hne
   rw [h1, matrixElement_selected hψ hφ g (Fin.castSucc_injective n) hne,
-    div_mul_eq_mul_div, eq_div_iff hn']
+    div_mul_eq_mul_div ((n : ℂ) + 1), eq_div_iff hn']
   push_cast
   ring
```
